# Compensating a thin d_z² shell only to L = 2 loses its hexadecapole energy

The d_z² charge sits on an infinitely thin sphere of radius $r$ and is described by a function $\sigma(t)$ of $t=\cos\theta$, whose angular average is the total charge. A unit point charge lies on the axis at distance $R$ from the centre. Their energy, in units where two unit charges at unit distance have energy 1, is

$$V=\tfrac12\int_{-1}^{1}\frac{\sigma(t)}{s(t)}\,dt,\qquad s(t)=\sqrt{R^2-2Rrt+r^2}.$$

This uses the true distance $s$, so no multipole expansion of the potential is assumed. In Lean, $s$ is `separation` and $V$ is `shellPotential`.

```lean
import Mathlib

open Finset

namespace PAWCompensation

noncomputable section

/-- Legendre polynomials, defined by their three-term recursion. -/
def legendre : ℕ → ℝ → ℝ
  | 0, _ => 1
  | 1, t => t
  | n + 2, t => ((2 * (n : ℝ) + 3) * t * legendre (n + 1) t
      - ((n : ℝ) + 1) * legendre n t) / ((n : ℝ) + 2)

/-- Distance from an axial point at height `R` to a point of the sphere of radius `r`
with polar cosine `t`. -/
def separation (r R t : ℝ) : ℝ := √(R ^ 2 - 2 * R * r * t + r ^ 2)

/-- Coulomb energy of a unit point charge on the axis at `R > r > 0` with an axial shell of
radius `r`; the angular average of `σ` is the charge of the shell. -/
def shellPotential (σ : ℝ → ℝ) (r R : ℝ) : ℝ :=
  1 / 2 * ∫ t in (-1 : ℝ)..1, σ t / separation r R t
```

The moments are $Q_l=r^l\,\tfrac12\int_{-1}^{1}\sigma P_l\,dt$, with $P_l$ the Legendre polynomials. The compensation charge replaces the d shell and is built to have the same moments up to order $L$. It sits on a shell of radius $a$ and has the density $\sum_{l=0}^{L}(2l+1)\,Q_l\,a^{-l}P_l(t)$.

```lean
/-- Axial multipole moment of order `l` of a shell of radius `r`. -/
def multipole (σ : ℝ → ℝ) (r : ℝ) (l : ℕ) : ℝ :=
  r ^ l * (1 / 2 * ∫ t in (-1 : ℝ)..1, σ t * legendre l t)

/-- Compensation charge on a shell of radius `a ≠ 0`: the Legendre series up to order `L`
built from the moments of the shell `σ` of radius `r`. -/
def compensation (σ : ℝ → ℝ) (r a : ℝ) (L : ℕ) (t : ℝ) : ℝ :=
  ∑ l ∈ range (L + 1), (2 * (l : ℝ) + 1) * multipole σ r l / a ^ l * legendre l t

/-- Angular density of a d_z2 shell of charge `q`. -/
def dz2 (q t : ℝ) : ℝ := 5 * q * legendre 2 t ^ 2
```

Three lemmas need no condition on the radii: the explicit $P_0,\dots,P_4$, a polynomial primitive, and the moment of a polynomial density.

```lean
/-- The Legendre polynomials of order zero to four in explicit form. -/
theorem legendre_values (t : ℝ) :
    legendre 0 t = 1 ∧ legendre 1 t = t ∧ legendre 2 t = (3 * t ^ 2 - 1) / 2 ∧
    legendre 3 t = (5 * t ^ 3 - 3 * t) / 2 ∧
    legendre 4 t = (35 * t ^ 4 - 30 * t ^ 2 + 3) / 8 := by
  refine ⟨rfl, rfl, ?_, ?_, ?_⟩ <;> simp only [legendre] <;> push_cast <;> ring

/-- The primitive of a polynomial of degree at most eight. -/
theorem octic_primitive (c0 c1 c2 c3 c4 c5 c6 c7 c8 t : ℝ) :
    HasDerivAt (fun x : ℝ => c0 * x + c1 * x ^ 2 / 2 + c2 * x ^ 3 / 3 + c3 * x ^ 4 / 4
      + c4 * x ^ 5 / 5 + c5 * x ^ 6 / 6 + c6 * x ^ 7 / 7 + c7 * x ^ 8 / 8 + c8 * x ^ 9 / 9)
      (c0 + c1 * t + c2 * t ^ 2 + c3 * t ^ 3 + c4 * t ^ 4 + c5 * t ^ 5 + c6 * t ^ 6
        + c7 * t ^ 7 + c8 * t ^ 8) t := by
  have p (n : ℕ) (c : ℝ) :
      HasDerivAt (fun x : ℝ => c * (x ^ (n + 1) / ((n : ℝ) + 1))) (c * t ^ n) t := by
    have h := ((hasDerivAt_pow (n + 1) t).div_const ((n : ℝ) + 1)).const_mul c
    refine h.congr_deriv ?_
    have hn : (n : ℝ) + 1 ≠ 0 := by positivity
    rw [Nat.add_sub_cancel, Nat.cast_add, Nat.cast_one, mul_div_cancel_left₀ _ hn]
  have h := ((((((((p 0 c0).fun_add (p 1 c1)).fun_add (p 2 c2)).fun_add (p 3 c3)).fun_add
    (p 4 c4)).fun_add (p 5 c5)).fun_add (p 6 c6)).fun_add (p 7 c7)).fun_add (p 8 c8)
  refine (h.congr_of_eventuallyEq (Filter.Eventually.of_forall fun x => ?_)).congr_deriv
    (by ring)
  push_cast
  ring

/-- A multipole moment whose integrand is a polynomial of degree at most eight: only the
even powers contribute. -/
theorem multipole_of_octic (σ : ℝ → ℝ) (r : ℝ) (l : ℕ) (c0 c1 c2 c3 c4 c5 c6 c7 c8 : ℝ)
    (h : ∀ t, σ t * legendre l t = c0 + c1 * t + c2 * t ^ 2 + c3 * t ^ 3 + c4 * t ^ 4
      + c5 * t ^ 5 + c6 * t ^ 6 + c7 * t ^ 7 + c8 * t ^ 8) :
    multipole σ r l = r ^ l * (c0 + c2 / 3 + c4 / 5 + c6 / 7 + c8 / 9) := by
  have key := intervalIntegral.integral_eq_sub_of_hasDerivAt (a := -1) (b := 1)
    (fun t _ => octic_primitive c0 c1 c2 c3 c4 c5 c6 c7 c8 t)
    (Continuous.intervalIntegrable (by fun_prop) _ _)
  simp only [multipole, h]
  rw [key]
  ring
```

## The point charge lies outside the shell: $r<R$

Physically, the point charge does not penetrate the d density. By hand, the condition fixes the distance to the near pole, $s(1)=|R-r|=R-r$. In the proof it also keeps $s$ away from zero, because $s^2=(R-r)^2+2Rr(1-t)>0$. For a charge inside the shell the near distance would be $r-R$, and $r$ and $R$ would trade places in the energy.

```lean
/-- For `0 < r < R` and a polar cosine `t` in `[-1, 1]`, the radicand of the distance is positive.
-/
theorem radicand_pos {r R t : ℝ} (hr : 0 < r) (hR : r < R) (ht : t ∈ Set.uIcc (-1 : ℝ) 1) :
    0 < R ^ 2 - 2 * R * r * t + r ^ 2 := by
  rw [Set.uIcc_of_le (by norm_num)] at ht
  have h1 : 0 ≤ R * r * (1 - t) :=
    mul_nonneg (mul_pos (hr.trans hR) hr).le (sub_nonneg.mpr ht.2)
  nlinarith [pow_pos (sub_pos.mpr hR) 2]
```

## The shell has a finite radius: $0<r$

This condition allows $s$ to be the integration variable. From $s\,ds=-Rr\,dt$ follows $dt/s=-ds/(Rr)$, so

$$V=\frac{1}{2Rr}\int_{R-r}^{R+r}\sigma\,ds,\qquad t=\frac{R^2+r^2-s^2}{2Rr}.$$

Put $s=R+ru$ and $\varepsilon=r/(2R)$. Then $t=-u+\varepsilon(1-u^2)$ and $V=\frac{1}{2R}\int_{-1}^{1}\sigma\,du$. Odd powers of $u$ integrate to zero, so the densities $1$, $t^2$ and $t^4$ give

$$M_0=\frac1R,\qquad M_2=\frac1R\Big(\frac13+\frac{8\varepsilon^2}{15}\Big),\qquad M_4=\frac1R\Big(\frac15+\frac{16\varepsilon^2}{35}+\frac{128\varepsilon^4}{315}\Big).$$

Hence $P_0$, $P_2=(3t^2-1)/2$ and $P_4=(35t^4-30t^2+3)/8$ contribute

$$\frac1R,\qquad \frac{3M_2-M_0}{2}=\frac{r^2}{5R^3},\qquad \frac{35M_4-30M_2+3M_0}{8}=\frac{r^4}{9R^5}.$$

At $r=0$ the substitution fails, although the energy is simply that of two point charges.

`coulomb_substitution` proves the change of variable by the chain rule and the fundamental theorem of calculus. `shellPotential_even` writes the density as an even polynomial in $s$, with coefficients `d0` to `d8`, and leaves the algebra to `field_simp` and `ring`.

```lean
/-- For `0 < r < R` and a continuous function `g` with primitive `G`, the integral over the polar
cosine of `g` of the distance, divided by the distance, is the increment of `G` from `R - r` to
`R + r`, divided by `R * r`. -/
theorem coulomb_substitution {r R : ℝ} (hr : 0 < r) (hR : r < R) {G g : ℝ → ℝ}
    (hG : ∀ s, HasDerivAt G (g s) s) (hg : Continuous g) :
    ∫ t in (-1 : ℝ)..1, g (separation r R t) / separation r R t
      = (G (R + r) - G (R - r)) / (R * r) := by
  have hR0 : 0 < R := hr.trans hR
  have hcont : Continuous (separation r R) := by
    unfold separation
    fun_prop
  have hne : ∀ t ∈ Set.uIcc (-1 : ℝ) 1, separation r R t ≠ 0 := fun t ht =>
    (Real.sqrt_pos.mpr (radicand_pos hr hR ht)).ne'
  have hd : ∀ t ∈ Set.uIcc (-1 : ℝ) 1,
      HasDerivAt (fun x => G (separation r R x) / (-(R * r)))
        (g (separation r R t) / separation r R t) t := by
    intro t ht
    have hA : HasDerivAt (fun x : ℝ => R ^ 2 - 2 * R * r * x + r ^ 2) (-(2 * R * r)) t := by
      simpa using (((hasDerivAt_id t).const_mul (2 * R * r)).const_sub (R ^ 2)).add_const (r ^ 2)
    have hs : HasDerivAt (separation r R) (-(2 * R * r) / (2 * separation r R t)) t :=
      hA.sqrt (radicand_pos hr hR ht).ne'
    refine (((hG _).comp t hs).div_const (-(R * r))).congr_deriv ?_
    have := hne t ht
    field_simp
  have hi : ContinuousOn (fun t => g (separation r R t) / separation r R t)
      (Set.uIcc (-1 : ℝ) 1) := (hg.comp hcont).continuousOn.div hcont.continuousOn hne
  rw [intervalIntegral.integral_eq_sub_of_hasDerivAt hd hi.intervalIntegrable]
  -- the two poles of the shell
  have e1 : separation r R 1 = R - r := by
    rw [separation, show R ^ 2 - 2 * R * r * 1 + r ^ 2 = (R - r) ^ 2 by ring,
      Real.sqrt_sq (by linarith)]
  have e2 : separation r R (-1) = R + r := by
    rw [separation, show R ^ 2 - 2 * R * r * (-1) + r ^ 2 = (R + r) ^ 2 by ring,
      Real.sqrt_sq (by linarith)]
  rw [e1, e2, div_neg, div_neg]
  ring

/-- Energy of a unit axial charge at `R` with a shell of radius `r`, `0 < r < R`, that has
monopole, quadrupole and hexadecapole components. -/
theorem shellPotential_even {r R : ℝ} (hr : 0 < r) (hR : r < R) (a b c : ℝ) :
    shellPotential (fun t => a * legendre 0 t + b * legendre 2 t + c * legendre 4 t) r R
      = a / R + b * r ^ 2 / (5 * R ^ 3) + c * r ^ 4 / (9 * R ^ 5) := by
  have hR0 : R ≠ 0 := (hr.trans hR).ne'
  have hr0 : r ≠ 0 := hr.ne'
  -- coefficients of the density as a polynomial in the distance
  obtain ⟨d0, h0⟩ : ∃ x, x = a - b / 2 + 3 * c / 8
      + (3 * b / 2 - 15 * c / 4) * (R ^ 2 + r ^ 2) ^ 2 / (2 * R * r) ^ 2
      + 35 * c / 8 * (R ^ 2 + r ^ 2) ^ 4 / (2 * R * r) ^ 4 := ⟨_, rfl⟩
  obtain ⟨d2, h2⟩ : ∃ x, x = -2 * (3 * b / 2 - 15 * c / 4) * (R ^ 2 + r ^ 2) / (2 * R * r) ^ 2
      - 4 * (35 * c / 8) * (R ^ 2 + r ^ 2) ^ 3 / (2 * R * r) ^ 4 := ⟨_, rfl⟩
  obtain ⟨d4, h4⟩ : ∃ x, x = (3 * b / 2 - 15 * c / 4) / (2 * R * r) ^ 2
      + 6 * (35 * c / 8) * (R ^ 2 + r ^ 2) ^ 2 / (2 * R * r) ^ 4 := ⟨_, rfl⟩
  obtain ⟨d6, h6⟩ : ∃ x, x = -4 * (35 * c / 8) * (R ^ 2 + r ^ 2) / (2 * R * r) ^ 4 := ⟨_, rfl⟩
  obtain ⟨d8, h8⟩ : ∃ x, x = 35 * c / 8 / (2 * R * r) ^ 4 := ⟨_, rfl⟩
  have key := coulomb_substitution hr hR
    (fun s => octic_primitive d0 0 d2 0 d4 0 d6 0 d8 s) (by fun_prop)
  unfold shellPotential
  refine (congrArg (fun x : ℝ => 1 / 2 * x)
    ((intervalIntegral.integral_congr ?_).trans key)).trans ?_
  · intro t ht
    have hs : separation r R t ^ 2 = R ^ 2 - 2 * R * r * t + r ^ 2 :=
      Real.sq_sqrt (radicand_pos hr hR ht).le
    have s4 : separation r R t ^ 4 = (R ^ 2 - 2 * R * r * t + r ^ 2) ^ 2 := by
      rw [← hs]; ring
    have s6 : separation r R t ^ 6 = (R ^ 2 - 2 * R * r * t + r ^ 2) ^ 3 := by
      rw [← hs]; ring
    have s8 : separation r R t ^ 8 = (R ^ 2 - 2 * R * r * t + r ^ 2) ^ 4 := by
      rw [← hs]; ring
    dsimp only
    congr 1
    simp only [legendre_values, hs, s4, s6, s8, h0, h2, h4, h6, h8, zero_mul, add_zero]
    field_simp
    ring
  · simp only [h0, h2, h4, h6, h8, zero_mul, zero_div, add_zero]
    field_simp
    ring
```

## The density is a squared d_z² function

The orbital varies as $P_2$, so its density varies as $P_2^2$. Since $\tfrac12\int_{-1}^{1}P_2^2\,dt=\tfrac15$, a shell of charge $q$ (any real number) has

$$\sigma=5qP_2^2=q\big(P_0+\tfrac{10}{7}P_2+\tfrac{18}{7}P_4\big).$$

With $\tfrac12\int_{-1}^{1}P_l^2\,dt=1/(2l+1)$ and orthogonality, $Q_0=q$, $Q_2=\tfrac27qr^2$, $Q_4=\tfrac27qr^4$ and $Q_1=Q_3=0$. Lean obtains these from the polynomial coefficients. Inserting the three contributions gives

$$V=q\Big(\frac1R+\frac27\frac{r^2}{R^3}+\frac27\frac{r^4}{R^5}\Big),$$

and $q=\tfrac15$ turns this into $\tfrac12\int_{-1}^{1}P_2^2/s\,dt$. Another angular density would have other coefficients.

```lean
/-- Multipole moments of order zero to four of a d_z2 shell of charge `q` and radius `r`. -/
theorem dz2_multipoles (q r : ℝ) :
    multipole (dz2 q) r 0 = q ∧ multipole (dz2 q) r 1 = 0 ∧
    multipole (dz2 q) r 2 = 2 / 7 * q * r ^ 2 ∧ multipole (dz2 q) r 3 = 0 ∧
    multipole (dz2 q) r 4 = 2 / 7 * q * r ^ 4 := by
  refine ⟨?_, ?_, ?_, ?_, ?_⟩
  · rw [multipole_of_octic _ r 0 (5*q/4) 0 (-30*q/4) 0 (45*q/4) 0 0 0 0
      (fun t => by simp only [dz2, legendre_values]; ring)]
    ring
  · rw [multipole_of_octic _ r 1 0 (5*q/4) 0 (-30*q/4) 0 (45*q/4) 0 0 0
      (fun t => by simp only [dz2, legendre_values]; ring)]
    ring
  · rw [multipole_of_octic _ r 2 (-5*q/8) 0 (45*q/8) 0 (-135*q/8) 0 (135*q/8) 0 0
      (fun t => by simp only [dz2, legendre_values]; ring)]
    ring
  · rw [multipole_of_octic _ r 3 0 (-15*q/8) 0 (115*q/8) 0 (-285*q/8) 0 (225*q/8) 0
      (fun t => by simp only [dz2, legendre_values]; ring)]
    ring
  · rw [multipole_of_octic _ r 4 (15*q/32) 0 (-240*q/32) 0 (1210*q/32) 0 (-2400*q/32) 0
      (1575*q/32) (fun t => by simp only [dz2, legendre_values]; ring)]
    ring

/-- Energy of a unit axial charge at `R` with a d_z2 shell of charge `q` and radius `r`,
for `0 < r < R`. -/
theorem dz2_potential {r R : ℝ} (hr : 0 < r) (hR : r < R) (q : ℝ) :
    shellPotential (dz2 q) r R
      = q * (1 / R + 2 / 7 * r ^ 2 / R ^ 3 + 2 / 7 * r ^ 4 / R ^ 5) := by
  have h : dz2 q = fun t => q * legendre 0 t + 10 / 7 * q * legendre 2 t
      + 18 / 7 * q * legendre 4 t := by
    funext t
    simp only [dz2, legendre_values]
    ring
  rw [h, shellPotential_even hr hR]
  ring

/-- Half the integral over `[-1, 1]` of the squared second Legendre polynomial divided by the
distance, for `0 < r < R`. -/
theorem legendre_two_sq_coulomb {r R : ℝ} (hr : 0 < r) (hR : r < R) :
    1 / 2 * ∫ t in (-1 : ℝ)..1,
        ((3 * t ^ 2 - 1) / 2) ^ 2 / √(R ^ 2 - 2 * R * r * t + r ^ 2)
      = 1 / (5 * R) + 2 / 35 * r ^ 2 / R ^ 3 + 2 / 35 * r ^ 4 / R ^ 5 := by
  have h := dz2_potential hr hR (1 / 5)
  have hq : ∀ t, dz2 (1 / 5) t = ((3 * t ^ 2 - 1) / 2) ^ 2 := fun t => by
    simp only [dz2, legendre_values]
    ring
  simp only [shellPotential, hq, separation] at h
  rw [h]
  ring
```

## The compensation shell also stays inside: $0<a<R$

This mirrors a PAW compensation charge confined to its augmentation sphere. For $L=2$ its density is $q\big(P_0+\tfrac{10}{7}(r/a)^2P_2\big)$. Its energy follows from the same Coulomb integral with $a$ in place of $r$:

$$\frac qR+\frac{10q}{7}\frac{r^2}{a^2}\frac{a^2}{5R^3}=\frac qR+\frac{2q}{7}\frac{r^2}{R^3}.$$

The radius $a$ cancels, and the loss is $\tfrac27qr^4/R^5$, or $\tfrac{2}{35}r^4/R^5$ for $q=\tfrac15$. With $L=4$ the added term $\tfrac{18}{7}q(r/a)^4P_4$ restores it. Both proofs expand the compensation charge and apply `shellPotential_even` at radius `a`. For $a>R$ the energy would depend on $a$; at $a=0$ the density is undefined.

Forgetting the factor $2l+1$ leaves the monopole right but makes the quadrupole five times too small, so a test of the total charge misses it.

```lean
/-- Replacing a d_z2 shell of radius `r` by its `L = 2` compensation charge on a shell of
radius `a` loses exactly the `r ^ 4 / R ^ 5` term of the energy with a unit axial charge at
`R`, for `0 < r < R` and `0 < a < R`. -/
theorem dz2_truncation_loss {r a R : ℝ} (hr : 0 < r) (hR : r < R) (ha : 0 < a) (haR : a < R)
    (q : ℝ) :
    shellPotential (dz2 q) r R - shellPotential (compensation (dz2 q) r a 2) a R
      = 2 / 7 * q * r ^ 4 / R ^ 5 := by
  have h : compensation (dz2 q) r a 2 = fun t => q * legendre 0 t
      + 10 / 7 * q * (r / a) ^ 2 * legendre 2 t + 0 * legendre 4 t := by
    funext t
    simp only [compensation, sum_range_succ, sum_range_zero, dz2_multipoles]
    push_cast
    ring
  have hR0 : R ≠ 0 := (hr.trans hR).ne'
  rw [h, shellPotential_even ha haR, dz2_potential hr hR]
  field_simp
  ring

/-- With compensation up to `L = 4` on a shell of radius `a`, the energy of a d_z2 shell of radius
`r` with a unit axial charge at `R` is reproduced exactly, for `0 < r < R` and `0 < a < R`. -/
theorem dz2_compensation_exact {r a R : ℝ} (hr : 0 < r) (hR : r < R) (ha : 0 < a)
    (haR : a < R) (q : ℝ) :
    shellPotential (compensation (dz2 q) r a 4) a R = shellPotential (dz2 q) r R := by
  have h : compensation (dz2 q) r a 4 = fun t => q * legendre 0 t
      + 10 / 7 * q * (r / a) ^ 2 * legendre 2 t
      + 18 / 7 * q * (r / a) ^ 4 * legendre 4 t := by
    funext t
    simp only [compensation, sum_range_succ, sum_range_zero, dz2_multipoles]
    push_cast
    ring
  have hR0 : R ≠ 0 := (hr.trans hR).ne'
  rw [h, shellPotential_even ha haR, dz2_potential hr hR]
  field_simp
  ring

end

end PAWCompensation
```

```lean
#print axioms PAWCompensation.legendre_two_sq_coulomb
#print axioms PAWCompensation.dz2_truncation_loss
#print axioms PAWCompensation.dz2_compensation_exact
```

```
'PAWCompensation.legendre_two_sq_coulomb' depends on axioms: [propext, Classical.choice, Quot.sound]
'PAWCompensation.dz2_truncation_loss' depends on axioms: [propext, Classical.choice, Quot.sound]
'PAWCompensation.dz2_compensation_exact' depends on axioms: [propext, Classical.choice, Quot.sound]
```

In a PAW code, smooth radial functions times spherical harmonics replace the thin shell, and they carry the moments of the difference between the all-electron and pseudo densities. Products of two d functions reach $l=4$. This model, with one thin shell and one axial charge, lets the shell play the part of that whole difference and shows the electrostatic error of stopping at $l=2$. In a PAW calculation the pseudo density keeps its own $l=4$ moment, so only the $l=4$ moment of the difference is lost, not that of the full d density. Radial structure, off-axis charges and self-consistency are not treated.
